# The generating function of the physicists' Hermite polynomials for complex arguments

The eigenfunctions of the one-dimensional harmonic oscillator are, up to normalisation, Hₙ(x) exp(−x²/2), where Hₙ is a physicists' Hermite polynomial and x is the position in units of √(ħ/(mω)). The theorem `hasSum_hermite_complex` concerns the polynomials alone. It states that, for all complex x and t, the series of Hₙ(x) tⁿ/n! over n ≥ 0 converges to exp(2xt − t²). The proof expands the Gaussian exp(−(x−c)²) as a Taylor series in its centre c, about c = 0 and evaluated at c = t, and multiplies by exp(x²). The n-th derivative at c = 0 is Hₙ(x) exp(−x²), so the exponential prefactors cancel.

The first attempt, which Lean rejects:

```lean
import Mathlib

namespace HasSumHermiteComplex

/-- The physicists' Hermite polynomials as functions, given by
`H₀ = 1`, `H₁ = 2x` and `Hₙ₊₂ = 2x Hₙ₊₁ - 2(n+1) Hₙ`. -/
def hermite {R : Type*} [CommRing R] : ℕ → R → R
  | 0, _ => 1
  | 1, x => 2 * x
  | n + 2, x => 2 * x * hermite (n + 1) x - 2 * ((n : R) + 1) * hermite n x

/-- The three-term recurrence of the Hermite polynomials. -/
theorem hermite_add_two {R : Type*} [CommRing R] (n : ℕ) (x : R) :
    hermite (n + 2) x =
      2 * x * hermite (n + 1) x - 2 * ((n : R) + 1) * hermite n x := by
  rw [hermite]

/-- Lowering rule: the derivative of `Hₙ₊₁` is `2(n+1) Hₙ`. -/
theorem hasDerivAt_hermite_succ (n : ℕ) (z : ℂ) :
    HasDerivAt (fun w : ℂ => hermite (n + 1) w)
      (2 * ((n : ℂ) + 1) * hermite n z) z := by
  have h2 : HasDerivAt (fun w : ℂ => 2 * w) 2 z := by
    simpa using (hasDerivAt_id' z).const_mul (2 : ℂ)
  induction n using Nat.twoStepInduction with
  | zero => simpa [hermite] using h2
  | one =>
    have e : (fun w : ℂ => hermite (1 + 1) w) = fun w => 2 * w * (2 * w) - 2 := by
      funext w
      show hermite (0 + 2) w = _
      rw [hermite_add_two]
      simp [hermite]
    rw [e]
    refine ((h2.fun_mul h2).sub_const 2).congr_deriv ?_
    rw [show hermite 1 z = 2 * z from rfl]
    push_cast
    ring
  | more n ih0 ih1 =>
    -- differentiate the recurrence and use the rule for the two lower orders
    have e : (fun w : ℂ => hermite (n + 2 + 1) w) = fun w =>
        2 * w * hermite (n + 1 + 1) w
          - 2 * (((n + 1 : ℕ) : ℂ) + 1) * hermite (n + 1) w := by
      funext w
      exact hermite_add_two (n + 1) w
    rw [e]
    refine ((h2.fun_mul ih1).fun_sub (ih0.const_mul _)).congr_deriv ?_
    simp only [hermite_add_two]
    push_cast
    ring

/-- Raising rule: the derivative of `Hₙ` at `z` is `2z Hₙ(z) - Hₙ₊₁(z)`. -/
theorem hasDerivAt_hermite (n : ℕ) (z : ℂ) :
    HasDerivAt (fun w : ℂ => hermite n w)
      (2 * z * hermite n z - hermite (n + 1) z) z := by
  cases n with
  | zero =>
    have e : (fun w : ℂ => hermite 0 w) = fun _ => 1 := by
      funext w
      simp [hermite]
    rw [e]
    exact (hasDerivAt_const z (1 : ℂ)).congr_deriv (by simp [hermite])
  | succ n =>
    refine (hasDerivAt_hermite_succ n z).congr_deriv ?_
    simp only [hermite_add_two]
    ring

/-- Differentiating the Hermite Gaussian `Hₙ(z-c) exp(-(z-c)²)` with respect to
its centre `c` raises its order by one. -/
theorem hasDerivAt_hermiteGaussian (n : ℕ) (z c : ℂ) :
    HasDerivAt (fun c : ℂ => hermite n (z - c) * Complex.exp (-(z - c) ^ 2))
      (hermite (n + 1) (z - c) * Complex.exp (-(z - c) ^ 2)) c := by
  have hu : HasDerivAt (fun c : ℂ => z - c) (-1) c := by
    simpa using (hasDerivAt_id' c).const_sub z
  have hq : HasDerivAt (fun c : ℂ => -(z - c) ^ 2) (2 * (z - c)) c := by
    have h := (hu.fun_mul hu).fun_neg
    simp only [← sq] at h
    exact h.congr_deriv (by ring)
  have hH : HasDerivAt (fun c : ℂ => hermite n (z - c))
      ((2 * (z - c) * hermite n (z - c) - hermite (n + 1) (z - c)) * (-1)) c :=
    HasDerivAt.comp c (hasDerivAt_hermite n (z - c)) hu
  -- the terms with the factor `2(z-c)` cancel
  exact (hH.fun_mul hq.cexp).congr_deriv (by ring)

/-- The `n`-th derivative of the Gaussian `exp(-(z-c)²)` with respect to its
centre `c` is the Hermite Gaussian `Hₙ(z-c) exp(-(z-c)²)`. -/
theorem iteratedDeriv_gaussian (n : ℕ) (z : ℂ) :
    iteratedDeriv n (fun c : ℂ => Complex.exp (-(z - c) ^ 2)) =
      fun c => hermite n (z - c) * Complex.exp (-(z - c) ^ 2) := by
  induction n with
  | zero => simp [hermite]
  | succ n ih =>
    funext c
    rw [iteratedDeriv_succ, ih]
    exact (hasDerivAt_hermiteGaussian n z c).deriv

/-- Generating function for complex arguments: the series of `Hₙ(x) tⁿ/n!`
converges to `exp(2xt - t²)` for all complex `x` and `t`. -/
theorem hasSum_hermite_complex (x t : ℂ) :
    HasSum (fun n : ℕ => hermite n x * t ^ n / (n.factorial : ℂ))
      (Complex.exp (2 * x * t - t ^ 2)) := by
  have hd : Differentiable ℂ (fun c : ℂ => Complex.exp (-(x - c) ^ 2)) := by
    fun_prop
  -- Taylor series in the centre of the Gaussian, multiplied by `exp(x²)`
  have h := (Complex.hasSum_taylorSeries_of_entire hd 0 t).mul_left
    (Complex.exp (x ^ 2))
  have e : Complex.exp (x ^ 2) * Complex.exp (-x ^ 2) = 1 := by
    rw [← Complex.exp_add]
    simp
  convert h using 1
  · funext n
    rw [iteratedDeriv_gaussian]
    simp only [smul_eq_mul, sub_zero]
    linear_combination (-(hermite n x * t ^ n / (n.factorial : ℂ))) * e
  · show Complex.exp _ = Complex.exp _ * Complex.exp _
    rw [← Complex.exp_add]
    congr 1
    ring

end HasSumHermiteComplex
```

Lean reports:

```
Main.lean:109:4: error: Tactic `apply` failed: could not unify the conclusion of `@funext`
  ?f = ?g
with the goal
  Complex.instAddCommMonoid =
    Complex.instNonUnitalCommRing.toNonUnitalNonAssocCommRing.toNonUnitalNonAssocSemiring.toAddCommMonoid

Note: The full type of `@funext` is
  ∀ {α : Sort ?u.108} {β : α → Sort ?u.107} {f g : (x : α) → β x}, (∀ (x : α), f x = g x) → f = g

case e'_3
x t : ℂ
hd : Differentiable ℂ fun c => Complex.exp (-(x - c) ^ 2)
h :
  HasSum
    (fun i =>
      Complex.exp (x ^ 2) * (↑i.factorial)⁻¹ • (t - 0) ^ i • iteratedDeriv i (fun c => Complex.exp (-(x - c) ^ 2)) 0)
    (Complex.exp (x ^ 2) * Complex.exp (-(x - t) ^ 2))
e : Complex.exp (x ^ 2) * Complex.exp (-x ^ 2) = 1
⊢ Complex.instAddCommMonoid =
    Complex.instNonUnitalCommRing.toNonUnitalNonAssocCommRing.toNonUnitalNonAssocSemiring.toAddCommMonoid
Main.lean:113:4: error: 'show' tactic failed, pattern
  Complex.exp ?m.340 = Complex.exp ?m.341 * Complex.exp ?m.342
is not definitionally equal to target
  (fun n => hermite n x * t ^ n / ↑n.factorial) = fun i =>
    Complex.exp (x ^ 2) * (↑i.factorial)⁻¹ • (t - 0) ^ i • iteratedDeriv i (fun c => Complex.exp (-(x - c) ^ 2)) 0
Main.lean:99:43: error: unsolved goals
case e'_6
x t : ℂ
hd : Differentiable ℂ fun c => Complex.exp (-(x - c) ^ 2)
h :
  HasSum
    (fun i =>
      Complex.exp (x ^ 2) * (↑i.factorial)⁻¹ • (t - 0) ^ i • iteratedDeriv i (fun c => Complex.exp (-(x - c) ^ 2)) 0)
    (Complex.exp (x ^ 2) * Complex.exp (-(x - t) ^ 2))
e : Complex.exp (x ^ 2) * Complex.exp (-x ^ 2) = 1
⊢ Complex.exp (2 * x * t - t ^ 2) = Complex.exp (x ^ 2) * Complex.exp (-(x - t) ^ 2)
```

What went wrong. `convert h using 1` left three goals, but the proof has bullets for only two. The extra goal comes first and asks that two `AddCommMonoid` instances on ℂ be equal: the one in the theorem's statement and the one in `h`, which is reached through the ring structure. The two are equal by definition, but seeing this requires unfolding the instances, and `convert` unfolds too little when it tries to close such goals itself.

All three errors follow from this. The first bullet meets the instance goal, where `funext` fails because the goal equates two algebraic structures and not two functions. The second bullet meets the equality of the summands, which does not fit the `show` written for the exponentials. The equality of the sums has no bullet and is left unsolved.

The repair states the two intended equalities explicitly, as `hf` for the summands and `hv` for the sums, and proves them by essentially the old arguments. The type of `hv` makes the old `show` unnecessary. After `rw [hf, hv]`, the goal matches `h` except for the instance. `exact h` unfolds the instances far enough to accept them as definitionally equal, so no separate goal about them arises.

The repair, with which the file compiles:

```diff
@@ -106,13 +106,18 @@
     rw [← Complex.exp_add]
     simp
-  convert h using 1
-  · funext n
+  have hf : (fun n : ℕ => hermite n x * t ^ n / (n.factorial : ℂ)) =
+      fun n : ℕ => Complex.exp (x ^ 2) * ((n.factorial : ℂ)⁻¹ • (t - 0) ^ n •
+        iteratedDeriv n (fun c : ℂ => Complex.exp (-(x - c) ^ 2)) 0) := by
+    funext n
     rw [iteratedDeriv_gaussian]
     simp only [smul_eq_mul, sub_zero]
     linear_combination (-(hermite n x * t ^ n / (n.factorial : ℂ))) * e
-  · show Complex.exp _ = Complex.exp _ * Complex.exp _
+  have hv : Complex.exp (2 * x * t - t ^ 2) =
+      Complex.exp (x ^ 2) * Complex.exp (-(x - t) ^ 2) := by
     rw [← Complex.exp_add]
     congr 1
     ring
+  rw [hf, hv]
+  exact h
 
 end HasSumHermiteComplex
```
